# The zero-energy heat-current kernel of a d-wave nodal quasiparticle with a constant impurity scattering rate

Near a d-wave node, a quasiparticle with momenta `x` across and `y` along the Fermi surface has the 2×2 Hamiltonian H with rows (vx, wy) and (wy, −vx), where `v` is the Fermi velocity and `w` the gap velocity. With a constant impurity scattering rate `Γ`, its retarded Green's function at zero energy is G = (iΓ − H)⁻¹, and the spectral matrix is taken as A = (i/2)(G − G†), without a factor 1/π. The heat-current kernel is defined as half the real part of the trace of A V A V, summed over the two velocity matrices V = ∂H/∂x and V = ∂H/∂y. The lemma `heatKernel_eq` says that for `Γ > 0` and any real `v`, `w`, `x`, `y` it equals Γ²(v² + w²)/(Γ² + v²x² + w²y²)². The proof replaces A by a Lorentzian times the identity, uses the fact that each velocity matrix squares to a multiple of the identity, and leaves the remaining equality of complex numbers to `ring`.

In Lean, a first try:

```lean
import Mathlib

open MeasureTheory Matrix Set Filter Topology
open scoped Real

namespace HeatKernelEq

noncomputable section

/-- Hamiltonian of a quasiparticle near a d-wave node, with momenta `x` across and `y` along the
Fermi surface, Fermi velocity `v` and gap velocity `w`. -/
def nodalH (v w x y : ℝ) : Matrix (Fin 2) (Fin 2) ℂ :=
  !![(v * x : ℂ), (w * y : ℂ); (w * y : ℂ), -(v * x : ℂ)]

/-- Retarded Green's function at zero energy with impurity scattering rate `Γ`, the inverse of
`iΓ - H`, meant for `Γ > 0`. -/
def green (Γ v w x y : ℝ) : Matrix (Fin 2) (Fin 2) ℂ :=
  ((Complex.I * Γ) • (1 : Matrix (Fin 2) (Fin 2) ℂ) - nodalH v w x y)⁻¹

/-- Spectral matrix at zero energy, `(i/2)(G - G†)`, which is `i` times the anti-Hermitian part of
the Green's function, meant for `Γ > 0`. -/
def spectral (Γ v w x y : ℝ) : Matrix (Fin 2) (Fin 2) ℂ :=
  (Complex.I / 2) • (green Γ v w x y - (green Γ v w x y)ᴴ)

/-- Heat-current kernel at zero energy: half the real part of the trace of `A V A V`, summed over
the two velocity matrices `V = ∂H/∂x = H(1,0)` and `V = ∂H/∂y = H(0,1)`, meant for `Γ > 0`. -/
def heatKernel (Γ v w x y : ℝ) : ℝ :=
  (1 / 2) * (trace (spectral Γ v w x y * nodalH v w 1 0 * spectral Γ v w x y * nodalH v w 1 0)
    + trace (spectral Γ v w x y * nodalH v w 0 1 * spectral Γ v w x y * nodalH v w 0 1)).re

/-- The nodal Hamiltonian squares to the Dirac-cone dispersion `v²x² + w²y²` times the identity. -/
theorem nodalH_sq (v w x y : ℝ) : nodalH v w x y * nodalH v w x y =
    ((v ^ 2 * x ^ 2 + w ^ 2 * y ^ 2 : ℝ) : ℂ) • (1 : Matrix (Fin 2) (Fin 2) ℂ) := by
  ext i j
  fin_cases i <;> fin_cases j <;>
    simp [nodalH, Matrix.mul_apply, Fin.sum_univ_succ] <;> ring

/-- For `Γ > 0` the Green's function is `-(iΓ + H)` divided by `Γ² + v²x² + w²y²`. -/
theorem green_eq {Γ : ℝ} (hΓ : 0 < Γ) (v w x y : ℝ) : green Γ v w x y =
    (((Γ ^ 2 + v ^ 2 * x ^ 2 + w ^ 2 * y ^ 2)⁻¹ : ℝ) : ℂ) •
      ((-(Complex.I * Γ)) • (1 : Matrix (Fin 2) (Fin 2) ℂ) - nodalH v w x y) := by
  have hD : Γ ^ 2 + v ^ 2 * x ^ 2 + w ^ 2 * y ^ 2 ≠ 0 := by positivity
  -- the product (iΓ - H)(-iΓ - H) is a multiple of the identity
  have hmul : ((Complex.I * Γ) • (1 : Matrix (Fin 2) (Fin 2) ℂ) - nodalH v w x y) *
      ((-(Complex.I * Γ)) • (1 : Matrix (Fin 2) (Fin 2) ℂ) - nodalH v w x y) =
      (((v ^ 2 * x ^ 2 + w ^ 2 * y ^ 2 : ℝ) : ℂ) - (Complex.I * Γ) ^ 2) •
        (1 : Matrix (Fin 2) (Fin 2) ℂ) := by
    simp only [sub_mul, mul_sub, Matrix.smul_mul, Matrix.mul_smul, Matrix.one_mul,
      Matrix.mul_one, nodalH_sq]
    module
  have hs : ((v ^ 2 * x ^ 2 + w ^ 2 * y ^ 2 : ℝ) : ℂ) - (Complex.I * Γ) ^ 2 =
      ((Γ ^ 2 + v ^ 2 * x ^ 2 + w ^ 2 * y ^ 2 : ℝ) : ℂ) := by
    push_cast
    linear_combination (-(Γ : ℂ) ^ 2) * Complex.I_sq
  apply Matrix.inv_eq_right_inv
  rw [Matrix.mul_smul, hmul, hs, smul_smul, ← Complex.ofReal_mul, inv_mul_cancel₀ hD,
    Complex.ofReal_one, one_smul]

/-- For `Γ > 0` the spectral matrix is a Lorentzian of width `Γ` times the identity. -/
theorem spectral_eq {Γ : ℝ} (hΓ : 0 < Γ) (v w x y : ℝ) : spectral Γ v w x y =
    ((Γ / (Γ ^ 2 + v ^ 2 * x ^ 2 + w ^ 2 * y ^ 2) : ℝ) : ℂ) •
      (1 : Matrix (Fin 2) (Fin 2) ℂ) := by
  have hH : (nodalH v w x y)ᴴ = nodalH v w x y := by
    ext i j
    fin_cases i <;> fin_cases j <;> simp [nodalH]
  have h1 : star (((Γ ^ 2 + v ^ 2 * x ^ 2 + w ^ 2 * y ^ 2)⁻¹ : ℝ) : ℂ) =
      (((Γ ^ 2 + v ^ 2 * x ^ 2 + w ^ 2 * y ^ 2)⁻¹ : ℝ) : ℂ) := Complex.conj_ofReal _
  have h2 : star (-(Complex.I * (Γ : ℂ))) = Complex.I * Γ := by simp [mul_comm]
  have hs : -(Complex.I ^ 2) * Γ * (((Γ ^ 2 + v ^ 2 * x ^ 2 + w ^ 2 * y ^ 2)⁻¹ : ℝ) : ℂ) =
      ((Γ / (Γ ^ 2 + v ^ 2 * x ^ 2 + w ^ 2 * y ^ 2) : ℝ) : ℂ) := by
    rw [Complex.I_sq]
    push_cast
    ring
  -- the Hamiltonian part cancels between G and G†
  rw [spectral, green_eq hΓ, conjTranspose_smul, conjTranspose_sub, conjTranspose_smul,
    conjTranspose_one, hH, h1, h2, ← hs]
  module

/-- For `Γ > 0` the heat-current kernel is `Γ²(v² + w²)/(Γ² + v²x² + w²y²)²`. -/
theorem heatKernel_eq {Γ : ℝ} (hΓ : 0 < Γ) (v w x y : ℝ) : heatKernel Γ v w x y =
    Γ ^ 2 * (v ^ 2 + w ^ 2) / (Γ ^ 2 + v ^ 2 * x ^ 2 + w ^ 2 * y ^ 2) ^ 2 := by
  have ht : trace (spectral Γ v w x y * nodalH v w 1 0 * spectral Γ v w x y * nodalH v w 1 0)
      + trace (spectral Γ v w x y * nodalH v w 0 1 * spectral Γ v w x y * nodalH v w 0 1) =
      ((2 * (Γ ^ 2 * (v ^ 2 + w ^ 2) /
        (Γ ^ 2 + v ^ 2 * x ^ 2 + w ^ 2 * y ^ 2) ^ 2) : ℝ) : ℂ) := by
    simp only [spectral_eq hΓ, Matrix.smul_mul, Matrix.mul_smul, Matrix.one_mul,
      Matrix.mul_one, nodalH_sq, trace_smul, trace_one, Fintype.card_fin, smul_eq_mul]
    push_cast
    ring
  rw [heatKernel, ht, Complex.ofReal_re]
  ring

end

end HeatKernelEq
```

The compiler's answer:

```
Try this:
  [apply] ring_nf
  
  The `ring` tactic failed to close the goal. Use `ring_nf` to obtain a normal form.
    
  Note that `ring` works primarily in *commutative* rings. If you have a noncommutative ring, abelian group or module, consider using `noncomm_ring`, `abel` or `module` instead.
Main.lean:85:66: error: unsolved goals
Γ : ℝ
hΓ : 0 < Γ
v w x y : ℝ
⊢ ↑Γ ^ 2 * ↑v ^ 2 * (↑Γ ^ 2 + ↑v ^ 2 * ↑x ^ 2 + ↑w ^ 2 * ↑y ^ 2)⁻¹ ^ 2 * 2 +
      ↑Γ ^ 2 * ↑w ^ 2 * (↑Γ ^ 2 + ↑v ^ 2 * ↑x ^ 2 + ↑w ^ 2 * ↑y ^ 2)⁻¹ ^ 2 * 2 =
    ↑Γ ^ 2 * ↑v ^ 2 *
          (↑Γ ^ 2 * ↑v ^ 2 * ↑x ^ 2 * 2 + ↑Γ ^ 2 * ↑w ^ 2 * ↑y ^ 2 * 2 + ↑Γ ^ 4 +
                  ↑v ^ 2 * ↑x ^ 2 * ↑w ^ 2 * ↑y ^ 2 * 2 +
                ↑v ^ 4 * ↑x ^ 4 +
              ↑w ^ 4 * ↑y ^ 4)⁻¹ *
        2 +
      ↑Γ ^ 2 * ↑w ^ 2 *
          (↑Γ ^ 2 * ↑v ^ 2 * ↑x ^ 2 * 2 + ↑Γ ^ 2 * ↑w ^ 2 * ↑y ^ 2 * 2 + ↑Γ ^ 4 +
                  ↑v ^ 2 * ↑x ^ 2 * ↑w ^ 2 * ↑y ^ 2 * 2 +
                ↑v ^ 4 * ↑x ^ 4 +
              ↑w ^ 4 * ↑y ^ 4)⁻¹ *
        2
```

Diagnosis. The error is an unsolved goal in the auxiliary equation `ht`. `ring` could not close it, and the "Try this" message only suggests `ring_nf` for obtaining a normal form.

Write D for Γ² + v²x² + w²y². The left side of the goal has two factors of the spectral matrix, each with its own division by D, so it contains `D⁻¹ ^ 2`. The right side divides by `D ^ 2`. There `ring` multiplies out the square before inverting, and then treats the inverse of the expanded sum as a new atom, which it does not relate to `D⁻¹`. The two sides are equal, but their normal forms differ, as the printed goal shows.

The added `simp only` line prevents this. `div_eq_mul_inv` turns division into multiplication by an inverse, and `← inv_pow` rewrites `(D ^ 2)⁻¹` as `D⁻¹ ^ 2`. Both sides are then polynomials in the same `D⁻¹`, and `ring` closes the goal.

The mended proof, as a diff:

```diff
@@ -87,4 +87,5 @@
       Matrix.mul_one, nodalH_sq, trace_smul, trace_one, Fintype.card_fin, smul_eq_mul]
     push_cast
+    simp only [div_eq_mul_inv, ← inv_pow]
     ring
   rw [heatKernel, ht, Complex.ofReal_re]
```
